# A Slater determinant is a spin singlet exactly when it is closed-shell

Suppose a determinant is taken for a singlet because its mean spin is zero. Put one electron with spin up in one spatial orbital and one with spin down in another, orthogonal to the first. The mean spin vanishes along every axis, yet the expectation value of total spin squared is 1 (with $\hbar=1$), where a singlet has 0. The state is a superposition of a singlet and a triplet with equal weights.

The correct criterion uses the one-particle density matrix $g=\sum_k|\varphi_k\rangle\langle\varphi_k|$, summed over the occupied orthonormal spin orbitals. The total spin squared vanishes exactly when $g=P\otimes 1$, with $P$ a projector on spatial orbitals: each occupied orbital holds both spins. For a single determinant in a finite orthonormal basis, this is what a zero $\langle S^2\rangle$ says in an unrestricted Hartree–Fock calculation.

## Spin operators and the spin value

```lean
import Mathlib

open Matrix
open scoped Kronecker ComplexOrder

namespace SingletDeterminant

noncomputable section

variable {n : Type*} [Fintype n] [DecidableEq n]
```

The type `n` labels the spatial orbitals, finite in number. A spin orbital is a pair in `n × Fin 2`, with spin index 0 for up and 1 for down.

```lean
/-- The three Pauli matrices, in the order x, y, z. -/
def pauli : Fin 3 → Matrix (Fin 2) (Fin 2) ℂ :=
  ![!![0, 1; 1, 0], !![0, -Complex.I; Complex.I, 0], !![1, 0; 0, -1]]
```

These are the Pauli matrices $\sigma_x,\sigma_y,\sigma_z$. Lean counts from zero, so the axis label $a=0,1,2$ means x, y, z.

```lean
/-- The one-electron spin operator along axis `a`: the identity on orbitals times half a
Pauli matrix. -/
def spin (a : Fin 3) : Matrix (n × Fin 2) (n × Fin 2) ℂ :=
  (1 : Matrix n n ℂ) ⊗ₖ ((1 / 2 : ℂ) • pauli a)
```

This is $s_a=1\otimes\tfrac12\sigma_a$, the spin of one electron. The symbol `⊗ₖ` is the Kronecker product.

```lean
/-- The spin value of a determinant with one-particle density matrix `g`: for each axis a
one-electron term, an exchange term and the square of the mean spin. -/
def spinValue (g : Matrix (n × Fin 2) (n × Fin 2) ℂ) : ℂ :=
  ∑ a, (trace (spin a * spin a * g) - trace (spin a * g * spin a * g)
    + trace (spin a * g) ^ 2)
```

In ordinary notation the spin value is
$$\sum_a\left[\operatorname{tr}(s_a^2g)-\operatorname{tr}(s_ags_ag)+(\operatorname{tr}s_ag)^2\right].$$

It is defined by this formula; its identification with $\langle S^2\rangle$ in the many-electron state is the step from the Lean model to the physics, and it goes as follows. The total spin along axis $a$ is $S_a=\sum_i s_a(i)$, summed over electrons, so
$$S_a^2=\sum_i s_a(i)^2+\sum_{i\ne j}s_a(i)s_a(j).$$
The first sum has expectation value $\operatorname{tr}(s_a^2g)$. In a determinant the second gives a direct and an exchange part,
$$\sum_{k,l}\left[\langle k|s_a|k\rangle\langle l|s_a|l\rangle-\langle k|s_a|l\rangle\langle l|s_a|k\rangle\right]=(\operatorname{tr}s_ag)^2-\operatorname{tr}(s_ags_ag),$$
where $k,l$ run over occupied spin orbitals. Summing over $a$ gives $\langle S^2\rangle$. Since $S^2$ has no negative eigenvalues, this is zero only for a singlet.

```lean
/-- The squared Frobenius norm of a matrix. -/
def sqNorm {m : Type*} [Fintype m] (X : Matrix m m ℂ) : ℝ :=
  ∑ i, ∑ j, Complex.normSq (X i j)
```

For a square matrix $X$ this is $\|X\|^2=\sum_{ij}|X_{ij}|^2$, a real number.

## Spin fluctuations as excitations

```lean
omit [Fintype n] in
/-- The spin operators are Hermitian. -/
theorem spin_hermitian (a : Fin 3) : (spin a : Matrix (n × Fin 2) (n × Fin 2) ℂ)ᴴ = spin a := by
  have h : ((1 / 2 : ℂ) • pauli a)ᴴ = (1 / 2 : ℂ) • pauli a := by
    ext i j
    fin_cases a <;> fin_cases i <;> fin_cases j <;> simp [pauli]
  rw [spin, conjTranspose_kronecker, conjTranspose_one, h]
```

A Lean theorem has a name, then its hypotheses, then a colon and the statement; the proof follows `:=`. Here the statement is $s_a^\dagger=s_a$, with `ᴴ` for the conjugate transpose. The proof checks the entries of each Pauli matrix and carries the result through the Kronecker product.

```lean
/-- For a Hermitian projector `g` and a Hermitian one-electron operator `s`, the one-electron
term minus the exchange term is the squared norm of the part of `s` that leads from occupied
to empty spin orbitals. -/
theorem fluctuation_eq {m : Type*} [Fintype m] [DecidableEq m] {g s : Matrix m m ℂ}
    (hg : gᴴ = g) (hgg : g * g = g) (hs : sᴴ = s) :
    trace (s * s * g) - trace (s * g * s * g) = (sqNorm ((1 - g) * s * g) : ℂ) := by
  have hn : ∀ X : Matrix m m ℂ, trace (Xᴴ * X) = (sqNorm X : ℂ) := by
    intro X
    simp only [sqNorm, Matrix.trace, Matrix.diag_apply, Matrix.mul_apply,
      Matrix.conjTranspose_apply, Complex.ofReal_sum]
    rw [Finset.sum_comm]
    refine Finset.sum_congr rfl fun i _ => Finset.sum_congr rfl fun j _ => ?_
    rw [Complex.normSq_eq_conj_mul_self]
    rfl
  have hq : (1 - g) * (1 - g) = 1 - g := by simp [sub_mul, mul_sub, hgg]
  have h1 : ((1 - g) * s * g)ᴴ * ((1 - g) * s * g) = g * (s * s * g - s * g * s * g) := by
    calc _ = g * (s * ((1 - g) * (1 - g)) * s * g) := by
          simp only [conjTranspose_mul, conjTranspose_sub, conjTranspose_one, hg, hs, mul_assoc]
      _ = _ := by rw [hq]; noncomm_ring
  have h2 : (s * s * g - s * g * s * g) * g = s * s * g - s * g * s * g := by
    rw [sub_mul, mul_assoc (s * s) g g, mul_assoc (s * g * s) g g, hgg]
  rw [← trace_sub, ← hn, h1, Matrix.trace_mul_comm g, h2]
```

The hypotheses `hg` and `hgg` say $g^\dagger=g$ and $g^2=g$, which characterise the density matrix of a determinant. For any Hermitian one-electron operator $s$, the claim is
$$\operatorname{tr}(s^2g)-\operatorname{tr}(sgsg)=\|(1-g)sg\|^2.$$
The matrix on the right takes an occupied spin orbital, applies $s$, and keeps what lands in the empty ones.

By hand, set $X=(1-g)sg$. Since $(1-g)^2=1-g$,
$$X^\dagger X=gs(1-g)sg=gY,\qquad Y=s^2g-sgsg.$$
Cyclicity of the trace and $Yg=Y$ give $\operatorname{tr}(gY)=\operatorname{tr}(Yg)=\operatorname{tr}Y$, the left side of the claim. Finally, $\operatorname{tr}(X^\dagger X)=\|X\|^2$. In the proof, `hn` is this last identity, `hq` the idempotency of $1-g$, `h1` the product $X^\dagger X$, and `h2` the relation $Yg=Y$.

```lean
/-- The spin value of a Hermitian projector is a sum of real squares: spin excitations out of
the occupied space, and mean spin components. -/
theorem spinValue_eq_sum_sq {g : Matrix (n × Fin 2) (n × Fin 2) ℂ}
    (hg : gᴴ = g) (hgg : g * g = g) :
    spinValue g = ((∑ a, (sqNorm ((1 - g) * spin a * g)
      + (trace (spin a * g)).re ^ 2) : ℝ) : ℂ) := by
  rw [spinValue, Complex.ofReal_sum]
  refine Finset.sum_congr rfl fun a _ => ?_
  -- the mean spin is real
  have hr : star (trace (spin a * g)) = trace (spin a * g) := by
    rw [← trace_conjTranspose, conjTranspose_mul, spin_hermitian, hg, Matrix.trace_mul_comm]
  have hr' : ((trace (spin a * g)).re : ℂ) = trace (spin a * g) :=
    Complex.conj_eq_iff_re.mp hr
  rw [fluctuation_eq hg hgg (spin_hermitian a), Complex.ofReal_add, Complex.ofReal_pow, hr']
```

The spin value is therefore
$$\sum_a\left[\|(1-g)s_ag\|^2+(\operatorname{Re}\operatorname{tr}s_ag)^2\right].$$
Taking the real part loses nothing, because
$$\overline{\operatorname{tr}(s_ag)}=\operatorname{tr}\big((s_ag)^\dagger\big)=\operatorname{tr}(gs_a)=\operatorname{tr}(s_ag).$$
This is `hr`; the preceding theorem supplies the other term.

## Matrices that commute with spin

```lean
/-- A one-particle matrix that commutes with all three spin operators is an orbital matrix
times the identity on spin. -/
theorem eq_kronecker_of_commute {g : Matrix (n × Fin 2) (n × Fin 2) ℂ}
    (h : ∀ a, spin a * g = g * spin a) :
    ∃ P : Matrix n n ℂ, g = P ⊗ₖ (1 : Matrix (Fin 2) (Fin 2) ℂ) := by
  have hl : ∀ (a : Fin 3) (i : n) (σ : Fin 2) (q : n × Fin 2),
      (spin a * g : Matrix (n × Fin 2) (n × Fin 2) ℂ) (i, σ) q
        = ∑ τ, (1 / 2 * pauli a σ τ) * g (i, τ) q := by
    intro a i σ q
    rw [Matrix.mul_apply, Fintype.sum_prod_type_right]
    refine Finset.sum_congr rfl fun τ _ => ?_
    simp [spin, Matrix.kroneckerMap_apply, Matrix.one_apply]
  have hr : ∀ (a : Fin 3) (p : n × Fin 2) (j : n) (τ : Fin 2),
      (g * spin a : Matrix (n × Fin 2) (n × Fin 2) ℂ) p (j, τ)
        = ∑ σ, g p (j, σ) * (1 / 2 * pauli a σ τ) := by
    intro a p j τ
    rw [Matrix.mul_apply, Fintype.sum_prod_type_right]
    refine Finset.sum_congr rfl fun σ _ => ?_
    simp [spin, Matrix.kroneckerMap_apply, Matrix.one_apply]
  have e : ∀ a i σ j τ, ∑ ρ, (1 / 2 * pauli a σ ρ) * g (i, ρ) (j, τ)
      = ∑ ρ, g (i, σ) (j, ρ) * (1 / 2 * pauli a ρ τ) := by
    intro a i σ j τ
    rw [← hl a i σ (j, τ), ← hr a (i, σ) j τ, h]
  -- the z component removes the spin-flip blocks, the x component equates the other two
  have z01 : ∀ i j, g (i, 0) (j, 1) = 0 := by
    intro i j
    have := e 2 i 0 j 1
    rw [Fin.sum_univ_two, Fin.sum_univ_two, show pauli 2 0 0 = 1 from rfl,
      show pauli 2 0 1 = 0 from rfl, show pauli 2 1 1 = -1 from rfl] at this
    linear_combination this
  have z10 : ∀ i j, g (i, 1) (j, 0) = 0 := by
    intro i j
    have := e 2 i 1 j 0
    rw [Fin.sum_univ_two, Fin.sum_univ_two, show pauli 2 0 0 = 1 from rfl,
      show pauli 2 1 0 = 0 from rfl, show pauli 2 1 1 = -1 from rfl] at this
    linear_combination -this
  have x11 : ∀ i j, g (i, 1) (j, 1) = g (i, 0) (j, 0) := by
    intro i j
    have := e 0 i 0 j 1
    rw [Fin.sum_univ_two, Fin.sum_univ_two, show pauli 0 0 0 = 0 from rfl,
      show pauli 0 0 1 = 1 from rfl, show pauli 0 1 1 = 0 from rfl] at this
    linear_combination 2 * this
  refine ⟨fun i j => g (i, 0) (j, 0), ?_⟩
  ext ⟨i, σ⟩ ⟨j, τ⟩
  change g (i, σ) (j, τ) = g (i, 0) (j, 0) * (1 : Matrix (Fin 2) (Fin 2) ℂ) σ τ
  fin_cases σ <;> fin_cases τ <;> simp [z01, z10, x11]
```

If $g$ commutes with all three $s_a$, it has the form $P\otimes1$. Neither hermiticity nor idempotency is needed.

The proof compares entries of $s_ag$ and $gs_a$. For the z axis, the entry between $(i,0)$ and $(j,1)$ gives
$$\tfrac12g_{i0,j1}=-\tfrac12g_{i0,j1},$$
so this spin-flip block is zero. The entry between $(i,1)$ and $(j,0)$ gives the same for the other one. For the x axis, the entry between $(i,0)$ and $(j,1)$ gives
$$\tfrac12g_{i1,j1}=\tfrac12g_{i0,j0}.$$
The up-up and down-down blocks are equal, and either may serve as $P$.

In Lean, `hl` and `hr` expand the two products and `e` equates them. The results are `z01`, `z10` and `x11`, each finished by `linear_combination`, which verifies the algebra from the named equation.

## Zero spin value means double occupation

```lean
/-- The spin value of a determinant, given by a Hermitian projector `g`, is real and
nonnegative. It vanishes exactly when `g` is a Hermitian orbital projector times the identity
on spin, that is, when the determinant is closed-shell. -/
theorem singlet_iff_closed_shell {g : Matrix (n × Fin 2) (n × Fin 2) ℂ}
    (hg : gᴴ = g) (hgg : g * g = g) :
    0 ≤ spinValue g ∧ (spinValue g = 0 ↔
      ∃ P : Matrix n n ℂ, Pᴴ = P ∧ P * P = P ∧ g = P ⊗ₖ (1 : Matrix (Fin 2) (Fin 2) ℂ)) := by
  have hn : ∀ X : Matrix (n × Fin 2) (n × Fin 2) ℂ, 0 ≤ sqNorm X := fun X =>
    Finset.sum_nonneg fun i _ => Finset.sum_nonneg fun j _ => Complex.normSq_nonneg _
  have ht : ∀ a ∈ (Finset.univ : Finset (Fin 3)), 0 ≤ sqNorm ((1 - g) * spin a * g)
      + (trace (spin a * g)).re ^ 2 := fun a _ => add_nonneg (hn _) (sq_nonneg _)
  refine ⟨?_, ?_, ?_⟩
  · rw [spinValue_eq_sum_sq hg hgg]
    exact Complex.zero_le_real.mpr (Finset.sum_nonneg ht)
  · intro h0
    rw [spinValue_eq_sum_sq hg hgg, Complex.ofReal_eq_zero,
      Finset.sum_eq_zero_iff_of_nonneg ht] at h0
    have hc : ∀ a, spin a * g = g * spin a := by
      intro a
      have hs : sqNorm ((1 - g) * spin a * g) = 0 := by
        have := h0 a (Finset.mem_univ a)
        linarith [hn ((1 - g) * spin a * g), sq_nonneg (trace (spin a * g)).re]
      -- no excitation out of the occupied space
      have hX : (1 - g) * spin a * g = 0 := by
        ext i j
        have hi := (Finset.sum_eq_zero_iff_of_nonneg (fun i _ =>
          Finset.sum_nonneg fun j _ => Complex.normSq_nonneg _)).mp hs i (Finset.mem_univ i)
        have hj := (Finset.sum_eq_zero_iff_of_nonneg (fun j _ =>
          Complex.normSq_nonneg _)).mp hi j (Finset.mem_univ j)
        exact Complex.normSq_eq_zero.mp hj
      have h1 : spin a * g = g * spin a * g := by
        rw [sub_mul, sub_mul, one_mul] at hX
        exact sub_eq_zero.mp hX
      have h2 := congrArg conjTranspose h1
      simp only [conjTranspose_mul, hg, spin_hermitian] at h2
      exact h1.trans ((mul_assoc _ _ _).trans h2.symm)
    obtain ⟨P, rfl⟩ := eq_kronecker_of_commute hc
    rw [← Matrix.mul_kronecker_mul, one_mul] at hgg
    refine ⟨P, ?_, ?_, rfl⟩
    · ext i j
      simpa [Matrix.kroneckerMap_apply] using congrFun (congrFun hg (i, 0)) (j, 0)
    · ext i j
      simpa [Matrix.kroneckerMap_apply] using congrFun (congrFun hgg (i, 0)) (j, 0)
  · rintro ⟨P, -, -, hP⟩
    refine Finset.sum_eq_zero fun a _ => ?_
    have hc : g * spin a = spin a * g := by
      rw [hP, spin, ← Matrix.mul_kronecker_mul, ← Matrix.mul_kronecker_mul]
      simp only [one_mul, mul_one]
    have h1 : spin a * g * spin a * g = spin a * spin a * g := by
      rw [mul_assoc (spin a) g (spin a), hc, ← mul_assoc, mul_assoc _ g g, hgg]
    have hp : trace ((1 / 2 : ℂ) • pauli a) = 0 := by
      fin_cases a <;> simp [pauli, Matrix.trace_fin_two]
    have h2 : trace (spin a * g) = 0 := by
      rw [hP, spin, ← Matrix.mul_kronecker_mul, Matrix.trace_kronecker, mul_one, hp, mul_zero]
    rw [h1, h2]
    ring
```

For every Hermitian projector $g$, the spin value is nonnegative, and it is zero if and only if $g=P\otimes1$ for some $P$ with $P^\dagger=P$ and $P^2=P$. In the order used here on complex numbers, `0 ≤ spinValue g` also says that the value is real. "Closed-shell" means doubly occupied spatial orbitals, not a filled atomic shell.

Nonnegativity follows from the sum of squares. If that sum is zero, each term is zero, so $(1-g)s_ag=0$ for every axis, or
$$s_ag=gs_ag.$$
The right side is Hermitian, so taking adjoints gives $gs_a=gs_ag$. Hence $s_ag=gs_a$, the statement `hc`, and the previous theorem provides $P$. The up-up blocks of $g^\dagger=g$ and $g^2=g$ then read $P^\dagger=P$ and $P^2=P$.

Conversely, let $g=P\otimes1$. It commutes with $s_a$, so
$$s_ags_ag=s_a^2g^2=s_a^2g,$$
and the first two terms of the spin value cancel. The mean spin is
$$\operatorname{tr}(s_ag)=\operatorname{tr}P\,\operatorname{tr}(\tfrac12\sigma_a)=0,$$
because the Pauli matrices are traceless. These are `h1` and `h2` in the last part of the proof.

The smallest interesting case is a single spatial orbital. With no electron, $P=0$ and the spin value is 0. With two, $P=1$ and it is again 0. With one electron, the exchange term cancels the squared mean spin along each axis, which leaves $3\cdot\tfrac14=\tfrac34$, the value for spin one half.

The same argument applies to any Hermitian one-electron operator $s$. The variance of its total over the electrons is $\|(1-g)sg\|^2$, so a determinant is an eigenstate of that total exactly when $g$ commutes with $s$. For $s_z$ this means that $g$ has no spin-flip blocks. This extension is an argument in prose, resting on the checked trace identity.

## Zero mean spin without a singlet

```lean
/-- Two electrons in two different orbitals, the first with spin up and the second with spin
down. -/
def openShell : Matrix (Fin 2 × Fin 2) (Fin 2 × Fin 2) ℂ :=
  Matrix.diagonal fun p => if p.1 = p.2 then 1 else 0
```

This diagonal matrix occupies orbital 0 with spin up and orbital 1 with spin down, the determinant of the opening paragraph.

```lean
/-- The open-shell determinant `openShell` is a Hermitian projector whose mean spin vanishes
along every axis, yet its spin value is 1. -/
theorem openShell_witness :
    openShellᴴ = openShell ∧ openShell * openShell = openShell ∧
      (∀ a, trace (spin a * openShell) = 0) ∧ spinValue openShell = 1 := by
  have ht : ∀ a, trace (spin a * openShell) = 0 := by
    intro a
    fin_cases a <;> simp [openShell, spin, pauli, Matrix.trace, Matrix.mul_diagonal,
      Fintype.sum_prod_type, Fin.sum_univ_two]
  refine ⟨?_, ?_, ht, ?_⟩
  · ext ⟨i, σ⟩ ⟨j, τ⟩
    fin_cases i <;> fin_cases σ <;> fin_cases j <;> fin_cases τ <;>
      simp [openShell]
  · simp [openShell, Matrix.diagonal_mul_diagonal]
  · simp only [spinValue, ht]
    simp [openShell, spin, pauli, Matrix.trace, Matrix.mul_apply,
      Matrix.diagonal_apply, Matrix.one_apply, Fintype.sum_prod_type, Fin.sum_univ_two,
      Fin.sum_univ_three]
    linear_combination (-1 / 2 : ℂ) * Complex.I_sq

end

end SingletDeterminant
```

The four statements joined by `∧` say that `openShell` is Hermitian, that it is idempotent, that its mean spin is zero along every axis, and that its spin value is 1.

By hand, $s_a^2=\tfrac14$ and there are two electrons, so the one-electron terms add up to $3\cdot\tfrac12=\tfrac32$. Along x and y, a spin flip leads from each occupied spin orbital to an empty one, and the exchange term is zero. Along z nothing is flipped, and $\operatorname{tr}(s_zgs_zg)=\tfrac14\operatorname{tr}g=\tfrac12$. The total is $\tfrac32-\tfrac12=1$. Lean's `simp` expands the same finite sums, and the last line uses $i^2=-1$ for the y axis.

Two electrons in two different orbitals can still form a singlet, but as a combination of two determinants. The density matrix of that state is not idempotent, so the theorem does not apply to it.

```lean
#print axioms SingletDeterminant.singlet_iff_closed_shell
```

```
'SingletDeterminant.singlet_iff_closed_shell' depends on axioms: [propext, Classical.choice, Quot.sound]
```
